# The first energy derivative of an exactly decoupled one-electron Hamiltonian needs no response of the decoupling

The decoupling transformation is modelled as an arbitrary family of unitary matrices U(t), one for each real field strength t, with no recipe for constructing it. It must decouple H + tO exactly at every t, but need only be continuous at t = 0. A derivative of U therefore need not exist, and none enters the result:

E′(0) = f(0)ᴴ [U(0) O U(0)ᴴ]₁₁ f(0).

Here H is a Hermitian matrix, O the perturbation, f(t) an eigenvector of the upper block of U(t)(H + tO)U(t)ᴴ with energy E(t), continuous at t = 0 and normalised there, and ᴴ the conjugate transpose. For finite one-electron matrices in an orthonormal basis that does not depend on the field, this justifies computing first-order relativistic properties with the field-free transformation.

The finite types `m` and `n` index upper and lower components in an orthonormal basis; `p` is any finite index type.

In Lean 4 with Mathlib:

```lean
import Mathlib

open Matrix Filter Topology

namespace PictureChangeResponse

noncomputable section

variable {m n p : Type*} [Fintype m] [Fintype n] [Fintype p]
```

## The decoupled picture

An operator K becomes U K Uᴴ.

```lean
/-- The operator `K` in the picture defined by the transformation `U`. -/
def transformed (U K : Matrix p p ℂ) : Matrix p p ℂ := U * K * Uᴴ
```

The hypotheses on U, f and E are collected in one structure. Subscripts 11 and 21 denote the upper and lower-left blocks. E is real, and f is normalised only at t = 0. Continuity of f selects the branch if levels cross there.

```lean
/-- A family of unitary matrices `U t` decouples `H + t O`, and `f t` is an eigenvector of the
upper block with energy `E t`; both are continuous at zero field, where `f` is normalised. -/
structure DecoupledBranch [DecidableEq m] [DecidableEq n] (H O : Matrix (m ⊕ n) (m ⊕ n) ℂ)
    (U : ℝ → Matrix (m ⊕ n) (m ⊕ n) ℂ) (f : ℝ → m → ℂ) (E : ℝ → ℝ) : Prop where
  unitary : ∀ t, U t * (U t)ᴴ = 1
  decoupled : ∀ t, (transformed (U t) (H + (t : ℂ) • O)).toBlocks₂₁ = 0
  eigen : ∀ t, (transformed (U t) (H + (t : ℂ) • O)).toBlocks₁₁ *ᵥ f t = (E t : ℂ) • f t
  normalised : star (f 0) ⬝ᵥ f 0 = 1
  continuous_U : ContinuousAt U 0
  continuous_f : ContinuousAt f 0
```

Only the lower-left block is required to vanish. If K is Hermitian, so is M = U K Uᴴ, and

M₁₂ = (M₂₁)ᴴ = 0.

For Hermitian O this gives full block diagonality at every t. The derivative theorem itself does not require O to be Hermitian.

```lean
/-- For a Hermitian operator, a vanishing lower-left block after the transformation
means that the transformed operator is block diagonal. -/
theorem blockDiagonal_of_decoupled {U K : Matrix (m ⊕ n) (m ⊕ n) ℂ} (hK : K.IsHermitian)
    (h21 : (transformed U K).toBlocks₂₁ = 0) :
    transformed U K =
      fromBlocks (transformed U K).toBlocks₁₁ 0 0 (transformed U K).toBlocks₂₂ := by
  have hM : (transformed U K)ᴴ = transformed U K := by
    simp [transformed, Matrix.conjTranspose_mul, hK.eq, Matrix.mul_assoc]
  have h12 : (transformed U K).toBlocks₁₂ = 0 := by
    ext i j
    have a : transformed U K (Sum.inr j) (Sum.inl i) = 0 := congrFun (congrFun h21 j) i
    have b : star (transformed U K (Sum.inr j) (Sum.inl i))
        = transformed U K (Sum.inl i) (Sum.inr j) := congrFun (congrFun hM _) _
    rw [a, star_zero] at b
    exact b.symm
  conv_lhs => rw [← fromBlocks_toBlocks (transformed U K), h12, h21]
```

Let φ = (f, 0) be the upper eigenvector padded with zeros. If M₂₁ = 0 and M₁₁f = ef, then

Mφ = (M₁₁f, M₂₁f) = eφ.

```lean
/-- An eigenvector of the upper block of a decoupled matrix, padded with a zero lower
component, is an eigenvector of the whole matrix. -/
theorem padded_eigenvector {M : Matrix (m ⊕ n) (m ⊕ n) ℂ} {f : m → ℂ} {e : ℂ}
    (h21 : M.toBlocks₂₁ = 0) (h11 : M.toBlocks₁₁ *ᵥ f = e • f) :
    M *ᵥ Sum.elim f 0 = e • Sum.elim f 0 := by
  rw [← fromBlocks_toBlocks M, Matrix.fromBlocks_mulVec, Sum.elim_comp_inl,
    Sum.elim_comp_inr, h21, h11]
  ext i
  rcases i with i | i <;> simp
```

The zeros also remove every other block from the expectation value:

φᴴMφ = fᴴM₁₁f.

```lean
lemma padded_expectation (M : Matrix (m ⊕ n) (m ⊕ n) ℂ) (f : m → ℂ) :
    star (Sum.elim f (0 : n → ℂ)) ⬝ᵥ M *ᵥ Sum.elim f 0 = star f ⬝ᵥ M.toBlocks₁₁ *ᵥ f := by
  simp [dotProduct, mulVec, Fintype.sum_sum_type, toBlocks₁₁]
```

## Why the response term vanishes

For Hermitian H and real e, taking the adjoint of Hv = ev gives

vᴴH = e vᴴ.

```lean
lemma left_eigenvector {H : Matrix p p ℂ} (hH : H.IsHermitian) {v : p → ℂ} {e : ℝ}
    (h : H *ᵥ v = (e : ℂ) • v) : star v ᵥ* H = (e : ℂ) • star v := by
  have h' := congrArg star h
  rw [Matrix.star_mulVec, hH.eq, star_smul] at h'
  simpa using h'
```

An alternative model would take U and f to be differentiable, with f normalised near t = 0, and apply the product rule. It would cover fewer families but display the cancellation. Write U′(0) = W U(0) and M = U(0) H U(0)ᴴ. Unitarity gives Wᴴ = −W, so the derivative of U contributes the expectation value of WM + MWᴴ = WM − MW, which is

φᴴ(WM − MW)φ = e φᴴWφ − e φᴴWφ = 0.

The theorem states this for any matrix W; the main proof does not use it.

```lean
/-- The commutator of any generator `W` with a decoupled Hermitian Hamiltonian `M` has zero
upper-block expectation value in every eigenvector of the upper block of `M`. -/
theorem response_expectation_zero {M : Matrix (m ⊕ n) (m ⊕ n) ℂ} (hM : M.IsHermitian)
    (W : Matrix (m ⊕ n) (m ⊕ n) ℂ) {f : m → ℂ} {e : ℝ}
    (h21 : M.toBlocks₂₁ = 0) (h11 : M.toBlocks₁₁ *ᵥ f = (e : ℂ) • f) :
    star f ⬝ᵥ (W * M - M * W).toBlocks₁₁ *ᵥ f = 0 := by
  have hr := padded_eigenvector h21 h11
  have hl := left_eigenvector hM hr
  -- `M` acts to the right in one term and to the left in the other
  rw [← padded_expectation, Matrix.sub_mulVec, dotProduct_sub, ← Matrix.mulVec_mulVec,
    ← Matrix.mulVec_mulVec, hr, Matrix.mulVec_smul, dotProduct_smul,
    Matrix.dotProduct_mulVec _ M, hl, smul_dotProduct, sub_self]
```

## The derivative in the original picture

Let (H + tO)ψ(t) = E(t)ψ(t), with ψ continuous at 0 and ψ(0) normalised. Projecting on ψ(0) and letting H act to the left gives

(E(t) − E(0)) ψ(0)ᴴψ(t) = t ψ(0)ᴴOψ(t).

The overlap ψ(0)ᴴψ(t) tends to 1, so it is nonzero near t = 0. For t ≠ 0 one may divide:

(E(t) − E(0))/t = ψ(0)ᴴOψ(t) / ψ(0)ᴴψ(t) → ψ(0)ᴴOψ(0).

In the code, `key` is the projected equation, `hs` and `ho` are the two limits, and the last lines identify their ratio with the difference quotient. `HasDerivAt` says that E, regarded as complex-valued, is differentiable at 0 with this derivative.

```lean
/-- Hellmann–Feynman theorem: for Hermitian `H`, along a branch of eigenvectors of `H + t O` that is
continuous and normalised at zero field, the energy derivative at zero field is the expectation
value of `O`. -/
theorem hellmann_feynman {H O : Matrix p p ℂ} (hH : H.IsHermitian) {ψ : ℝ → p → ℂ}
    {E : ℝ → ℝ} (hψ : ContinuousAt ψ 0) (hn : star (ψ 0) ⬝ᵥ ψ 0 = 1)
    (h : ∀ t : ℝ, (H + (t : ℂ) • O) *ᵥ ψ t = (E t : ℂ) • ψ t) :
    HasDerivAt (fun t => (E t : ℂ)) (star (ψ 0) ⬝ᵥ O *ᵥ ψ 0) 0 := by
  have h1 : H *ᵥ ψ 0 = (E 0 : ℂ) • ψ 0 := by simpa using h 0
  have h2 := left_eigenvector hH h1
  -- project the eigenvalue equation at `t` on the unperturbed state
  have key : ∀ t : ℝ, ((E t : ℂ) - (E 0 : ℂ)) * (star (ψ 0) ⬝ᵥ ψ t)
      = (t : ℂ) * (star (ψ 0) ⬝ᵥ O *ᵥ ψ t) := by
    intro t
    have h3 := congrArg (fun v => star (ψ 0) ⬝ᵥ v) (h t)
    simp only [Matrix.add_mulVec, Matrix.smul_mulVec, dotProduct_add, dotProduct_smul,
      smul_eq_mul] at h3
    rw [Matrix.dotProduct_mulVec _ H, h2, smul_dotProduct, smul_eq_mul] at h3
    linear_combination -h3
  have cs : Continuous (fun v : p → ℂ => star (ψ 0) ⬝ᵥ v) := by
    simp only [dotProduct]; fun_prop
  have co : Continuous (fun v : p → ℂ => star (ψ 0) ⬝ᵥ O *ᵥ v) := by
    simp only [dotProduct, mulVec]; fun_prop
  have hs : Tendsto (fun t => star (ψ 0) ⬝ᵥ ψ t) (𝓝 0) (𝓝 1) := by
    rw [← hn]; exact (cs.tendsto (ψ 0)).comp hψ
  have ho : Tendsto (fun t => star (ψ 0) ⬝ᵥ O *ᵥ ψ t) (𝓝 0)
      (𝓝 (star (ψ 0) ⬝ᵥ O *ᵥ ψ 0)) := (co.tendsto (ψ 0)).comp hψ
  -- the difference quotient is the ratio of the quantities whose limits are `ho` and `hs`
  rw [hasDerivAt_iff_tendsto_slope]
  have hq := (ho.div hs one_ne_zero).mono_left (nhdsWithin_le_nhds (s := {(0 : ℝ)}ᶜ))
  rw [div_one] at hq
  refine hq.congr' ?_
  filter_upwards [self_mem_nhdsWithin,
    nhdsWithin_le_nhds (hs.eventually_ne one_ne_zero)] with t ht hst
  have ht' : (t : ℂ) ≠ 0 := Complex.ofReal_ne_zero.mpr ht
  have hsl : slope (fun t => (E t : ℂ)) 0 t = (t : ℂ)⁻¹ * ((E t : ℂ) - (E 0 : ℂ)) := by
    simp [slope_def_module]
  rw [hsl]
  show (star (ψ 0) ⬝ᵥ O *ᵥ ψ t) / (star (ψ 0) ⬝ᵥ ψ t) = _
  rw [div_eq_iff hst, mul_assoc, key t, ← mul_assoc, inv_mul_cancel₀ ht', one_mul]
```

## Back to the upper block

The state to insert is ψ(t) = U(t)ᴴ(f(t), 0). Its components are finite sums of products of entries of U(t)ᴴ and f(t), so it is continuous at 0.

```lean
lemma continuousAt_backtransformed {U : ℝ → Matrix (m ⊕ n) (m ⊕ n) ℂ} {f : ℝ → m → ℂ}
    (hU : ContinuousAt U 0) (hf : ContinuousAt f 0) :
    ContinuousAt (fun t => (U t)ᴴ *ᵥ Sum.elim (f t) (0 : n → ℂ)) 0 := by
  have hc : Continuous (fun q : Matrix (m ⊕ n) (m ⊕ n) ℂ × (m → ℂ) =>
      (q.1)ᴴ *ᵥ Sum.elim q.2 (0 : n → ℂ)) := by
    refine continuous_pi fun i => ?_
    simp only [mulVec, dotProduct, Fintype.sum_sum_type, Sum.elim_inl, Sum.elim_inr,
      Pi.zero_apply, mul_zero, Finset.sum_const_zero, add_zero, conjTranspose_apply]
    exact continuous_finsetSum _ fun j _ =>
      (continuous_fst.matrix_elem _ _).star.mul ((continuous_apply j).comp continuous_snd)
  have hp : ContinuousAt (fun t => (U t, f t)) 0 := hU.prodMk hf
  exact ContinuousAt.comp (f := fun t => (U t, f t))
    (g := fun q : Matrix (m ⊕ n) (m ⊕ n) ℂ × (m → ℂ) =>
      (q.1)ᴴ *ᵥ Sum.elim q.2 (0 : n → ℂ)) (x := (0 : ℝ)) hc.continuousAt hp
```

It is an eigenvector of K = H + tO, because UᴴU = 1 gives

K Uᴴφ = Uᴴ(U K Uᴴ)φ = E Uᴴφ.

Unitarity also gives ψ(0)ᴴψ(0) = 1. Finally, `hexp` converts the expectation value:

ψ(0)ᴴOψ(0) = f(0)ᴴ[U(0) O U(0)ᴴ]₁₁f(0).

```lean
/-- For Hermitian `H`, the energy derivative of a decoupled branch at zero field is the expectation
value, in the upper-component eigenvector, of the upper block of `O` transformed with `U 0`. -/
theorem energy_derivative [DecidableEq m] [DecidableEq n] {H O : Matrix (m ⊕ n) (m ⊕ n) ℂ}
    {U : ℝ → Matrix (m ⊕ n) (m ⊕ n) ℂ} {f : ℝ → m → ℂ} {E : ℝ → ℝ}
    (hH : H.IsHermitian) (h : DecoupledBranch H O U f E) :
    HasDerivAt (fun t => (E t : ℂ))
      (star (f 0) ⬝ᵥ (transformed (U 0) O).toBlocks₁₁ *ᵥ f 0) 0 := by
  -- expectation values are the same in both pictures
  have hexp : ∀ K : Matrix (m ⊕ n) (m ⊕ n) ℂ,
      star ((U 0)ᴴ *ᵥ Sum.elim (f 0) 0) ⬝ᵥ K *ᵥ ((U 0)ᴴ *ᵥ Sum.elim (f 0) 0)
        = star (f 0) ⬝ᵥ (transformed (U 0) K).toBlocks₁₁ *ᵥ f 0 := by
    intro K
    rw [← padded_expectation, Matrix.star_mulVec, conjTranspose_conjTranspose,
      ← Matrix.dotProduct_mulVec, Matrix.mulVec_mulVec, Matrix.mulVec_mulVec, transformed]
  rw [← hexp O]
  refine hellmann_feynman (ψ := fun t => (U t)ᴴ *ᵥ Sum.elim (f t) 0) hH ?_ ?_ ?_
  · exact continuousAt_backtransformed h.continuous_U h.continuous_f
  · show star ((U 0)ᴴ *ᵥ Sum.elim (f 0) 0) ⬝ᵥ ((U 0)ᴴ *ᵥ Sum.elim (f 0) 0) = 1
    rw [Matrix.star_mulVec, conjTranspose_conjTranspose, ← Matrix.dotProduct_mulVec,
      Matrix.mulVec_mulVec, h.unitary 0, Matrix.one_mulVec, ← h.normalised]
    simp [dotProduct, Fintype.sum_sum_type]
  · intro t
    -- transform the padded eigenvector back to the original picture
    have hU : (U t)ᴴ * U t = 1 := mul_eq_one_comm.mp (h.unitary t)
    have hK : (H + (t : ℂ) • O) * (U t)ᴴ
        = (U t)ᴴ * transformed (U t) (H + (t : ℂ) • O) := by
      rw [transformed, ← Matrix.mul_assoc, ← Matrix.mul_assoc, hU, Matrix.one_mul]
    show (H + (t : ℂ) • O) *ᵥ ((U t)ᴴ *ᵥ Sum.elim (f t) 0) = _
    rw [Matrix.mulVec_mulVec, hK, ← Matrix.mulVec_mulVec,
      padded_eigenvector (h.decoupled t) (h.eigen t), Matrix.mulVec_smul]
```

In an exact two-component code, this means transforming the property matrix with the stored field-free U, taking its upper block and forming the expectation value in the eigenvector f(0). If the level is degenerate at zero field, as in a Kramers pair, f(0) must be the limit of the eigenvectors f(t) as t → 0; an arbitrary vector of the degenerate space can give a wrong derivative. In a mean-field calculation whose U decouples only the bare one-electron Hamiltonian, the orbitals are in general not eigenvectors of the upper block of that Hamiltonian, and a response term can remain.

## A rotation that depends on the field

A two-level model satisfies all the hypotheses with a U that does change with t. Its matrices have rows (a, b) and (c, d).

```lean
/-- A real two-level matrix with one upper and one lower component. -/
def cell (a b c d : ℝ) : Matrix (Unit ⊕ Unit) (Unit ⊕ Unit) ℂ :=
  fromBlocks (of fun _ _ => (a : ℂ)) (of fun _ _ => (b : ℂ))
    (of fun _ _ => (c : ℂ)) (of fun _ _ => (d : ℂ))
```

Products and adjoints follow the usual 2 × 2 rules.

```lean
lemma cell_mul (a b c d a' b' c' d' : ℝ) : cell a b c d * cell a' b' c' d' =
    cell (a * a' + b * c') (a * b' + b * d') (c * a' + d * c') (c * b' + d * d') := by
  ext i j
  rcases i with i | i <;> rcases j with j | j <;>
    simp [cell, Matrix.mul_apply, Fintype.sum_sum_type]

lemma cell_conjTranspose (a b c d : ℝ) : (cell a b c d)ᴴ = cell a c b d := by
  ext i j
  rcases i with i | i <;> rcases j with j | j <;> simp [cell, conjTranspose_apply]
```

Take H with rows (0, 1) and (1, 0), and O = diag(2, 0). The upper level of H + tO is

λ = t + √(1 + t²), with λ² = 2tλ + 1.

```lean
/-- The energy `t + √(1 + t²)` of the two-level example. -/
def level (t : ℝ) : ℝ := t + √(1 + t ^ 2)
```

Its eigenvector (λ, 1) is normalised by s = 1/√(λ² + 1).

```lean
/-- The normalisation factor of the two-level rotation. -/
def scale (t : ℝ) : ℝ := (√(level t ^ 2 + 1))⁻¹
```

The rotation has rows s(λ, 1) and s(−1, λ).

```lean
/-- The field-dependent rotation of the two-level example. -/
def rotation (t : ℝ) : Matrix (Unit ⊕ Unit) (Unit ⊕ Unit) ℂ :=
  cell (scale t * level t) (scale t) (-scale t) (scale t * level t)
```

Multiplying out gives

U(t)(H + tO)U(t)ᴴ = diag(λ, 2t − λ).

This is `hd`, obtained from the quadratic equation `ha` and the normalisation `hN`. The upper eigenvector is the constant 1. At t = 0 the transformed O has upper element 2 · (1/√2)² = 1, equal to λ′(0); the untransformed O would give 2, a picture-change error.

```lean
/-- The two-level Hamiltonian with unit coupling, perturbed on its upper component, is Hermitian
and forms a decoupled branch with the field-dependent `rotation` and the energy `level`. -/
theorem decoupledBranch_witness : (cell 0 1 1 0).IsHermitian ∧
    DecoupledBranch (cell 0 1 1 0) (cell 2 0 0 0) rotation (fun _ _ => 1) level := by
  have ha : ∀ t, level t ^ 2 = 2 * t * level t + 1 := by
    intro t
    have hs := Real.sq_sqrt (show (0 : ℝ) ≤ 1 + t ^ 2 by positivity)
    unfold level
    linear_combination hs
  have hN : ∀ t, scale t ^ 2 * (level t ^ 2 + 1) = 1 := by
    intro t
    rw [scale, inv_pow, Real.sq_sqrt (by positivity)]
    exact inv_mul_cancel₀ (by positivity)
  -- the rotation diagonalises the perturbed Hamiltonian
  have hd : ∀ t : ℝ, transformed (rotation t) (cell 0 1 1 0 + (t : ℂ) • cell 2 0 0 0)
      = cell (level t) 0 0 (t * 2 - level t) := by
    intro t
    have hK : cell 0 1 1 0 + (t : ℂ) • cell 2 0 0 0 = cell (t * 2) 1 1 0 := by
      ext i j
      rcases i with i | i <;> rcases j with j | j <;> simp [cell]
    rw [hK, transformed, rotation, cell_conjTranspose, cell_mul, cell_mul]
    congr 1 <;> first
      | linear_combination scale t ^ 2 * ha t
      | linear_combination level t * hN t - scale t ^ 2 * level t * ha t
      | linear_combination (t * 2 - level t) * hN t + scale t ^ 2 * level t * ha t
  have cl : Continuous level := by unfold level; fun_prop
  have cn : Continuous scale := by
    unfold scale
    exact Continuous.inv₀ (by fun_prop) (fun t => by positivity)
  refine ⟨cell_conjTranspose 0 1 1 0, ?_, ?_, ?_, ?_, ?_, continuousAt_const⟩
  · intro t
    have h1 : cell 1 0 0 1 = 1 := by
      ext i j
      rcases i with i | i <;> rcases j with j | j <;> simp [cell]
    rw [rotation, cell_conjTranspose, cell_mul, ← h1]
    congr 1 <;> first | ring1 | linear_combination hN t
  · intro t
    rw [hd t]
    ext i j
    simp [cell]
  · intro t
    rw [hd t]
    ext i
    simp [cell, mulVec, dotProduct]
  · simp [dotProduct]
  · refine Continuous.continuousAt (continuous_matrix fun i j => ?_)
    rcases i with i | i <;> rcases j with j | j
    · exact Complex.continuous_ofReal.comp (cn.mul cl)
    · exact Complex.continuous_ofReal.comp cn
    · exact Complex.continuous_ofReal.comp cn.neg
    · exact Complex.continuous_ofReal.comp (cn.mul cl)

end

end PictureChangeResponse
```

```lean
#print axioms PictureChangeResponse.blockDiagonal_of_decoupled
#print axioms PictureChangeResponse.response_expectation_zero
#print axioms PictureChangeResponse.energy_derivative
```

```
'PictureChangeResponse.blockDiagonal_of_decoupled' depends on axioms: [propext, Classical.choice, Quot.sound]
'PictureChangeResponse.response_expectation_zero' depends on axioms: [propext, Classical.choice, Quot.sound]
'PictureChangeResponse.energy_derivative' depends on axioms: [propext, Classical.choice, Quot.sound]
```
